# Free-particle compressed modes in one dimension: the penalty strength fixes the wavenumber of a normalized raised cosine

A program that computes orbitals localized by an L1 penalty can be checked on a free particle. For the chosen penalty, one puts a raised cosine of the right wavenumber on the grid and sees whether the residual of the stationarity equation goes to zero at fixed points strictly inside the support as the grid is refined. The grid points next to the two ends are left out, because the second derivative of an orbital set to zero outside jumps there. The parts below find that wavenumber and show that it gives the lowest penalized energy within the one-parameter family of raised cosines. They concern a single non-interacting particle without an external potential.

## The orbital and its penalized energy

Units are such that \(\hbar = m = 1\).

```lean
import Mathlib

open Real

namespace CompressedMode

noncomputable section
```

For a wavenumber \(k>0\), the amplitude is \(A_k=\sqrt{k/(3\pi)}\).

```lean
/-- Amplitude `√(k / (3π))` of the raised-cosine mode of wavenumber `k > 0`. -/
def amplitude (k : ℝ) : ℝ := √(k / (3 * π))
```

The orbital is \(\psi_k(x)=A_k(1+\cos kx)\) on the support \([-\pi/k,\pi/k]\). In Lean, `mode k` is this formula on the whole real line, and the support enters only through the integration limits and the range of \(x\). The derivatives at the two ends are therefore those of the smooth periodic function, not of an orbital set to zero outside.

```lean
/-- The raised-cosine orbital `ψ(x) = √(k / (3π)) (1 + cos kx)`, to be used on its support
`[-π/k, π/k]` with `k > 0`. -/
def mode (k x : ℝ) : ℝ := amplitude k * (1 + cos (k * x))
```

For a real function \(u\) on \([-L,L]\) and a parameter \(\mu>0\), the penalized energy is

\[
E_\mu[u]=\frac14\int_{-L}^{L}u'(x)^2\,dx+\frac1\mu\int_{-L}^{L}|u(x)|\,dx .
\]

The L1 term stands for a cost of spreading out: stretching an orbital of given shape at fixed L2 norm increases the integral of \(|u|\). A small \(\mu\) means a strong penalty. The first term is half the kinetic energy; a code that uses the full kinetic energy with penalty \(1/\mu\) has twice the functional here with \(2\mu\) in place of \(\mu\). Its optimal wavenumber follows from that replacement alone, while its energies must also be doubled.

```lean
/-- The localization functional `¼ ∫ u'² + (1/μ) ∫ |u|` on `[-L, L]`, for `μ > 0`: half the
kinetic energy plus an L1 penalty. -/
def penalizedEnergy (μ L : ℝ) (u : ℝ → ℝ) : ℝ :=
  1 / 4 * (∫ x in (-L)..L, (deriv u x) ^ 2) + 1 / μ * (∫ x in (-L)..L, |u x|)
```

## (a) The square of the amplitude

Show that the amplitude is positive and satisfies

\[
3\pi A_k^2=k .
\]

**Solution.** Since \(k/(3\pi)>0\), its square root is positive. Squaring gives \(A_k^2=k/(3\pi)\), and multiplication by \(3\pi\) gives the result.

The theorem states both facts for `0 < k`. Later proofs use this equation and never need to handle the square root again.

```lean
/-- The amplitude is positive and its square is `k / (3π)`, written without division. -/
theorem amplitude_spec {k : ℝ} (hk : 0 < k) :
    0 < amplitude k ∧ 3 * π * amplitude k ^ 2 = k := by
  have hq : 0 < k / (3 * π) := by positivity
  refine ⟨Real.sqrt_pos.mpr hq, ?_⟩
  unfold amplitude
  rw [Real.sq_sqrt hq.le]
  field_simp
```

## (b) The slope

Show that at every real \(x\)

\[
\psi_k'(x)=-A_k k\sin kx .
\]

**Solution.** The constant 1 drops out, and the chain rule gives \((\cos kx)'=-k\sin kx\). Multiply by \(A_k\).

`HasDerivAt f f' x` says that `f` is differentiable at `x` with derivative `f'`. The proof differentiates \(kx\), applies the cosine rule, and lets `ring` rearrange the factors.

```lean
/-- The slope of the mode is `-A k sin kx`, with `A` the amplitude. -/
theorem hasDerivAt_mode (k x : ℝ) :
    HasDerivAt (mode k) (-(amplitude k * k) * sin (k * x)) x := by
  have h : HasDerivAt (fun y : ℝ => k * y) k x := by
    simpa using (hasDerivAt_id' x).const_mul k
  exact ((h.cos.const_add 1).const_mul (amplitude k)).congr_deriv (by ring)
```

## (c) The curvature

Show that

\[
\psi_k''(x)=-A_k k^2\cos kx .
\]

**Solution.** Differentiate the slope from (b), using \((\sin kx)'=k\cos kx\).

In Lean, the second derivative is the derivative of `deriv (mode k)`. The step `hd` replaces that function by the sine formula from (b), which is then differentiated.

```lean
/-- The second derivative of the mode is `-A k² cos kx`, with `A` the amplitude. -/
theorem hasDerivAt_deriv_mode (k x : ℝ) :
    HasDerivAt (deriv (mode k)) (-(amplitude k * k ^ 2 * cos (k * x))) x := by
  have h : HasDerivAt (fun y : ℝ => k * y) k x := by
    simpa using (hasDerivAt_id' x).const_mul k
  have hd : deriv (mode k) = fun y => -(amplitude k * k) * sin (k * y) :=
    funext fun y => (hasDerivAt_mode k y).deriv
  rw [hd]
  exact (h.sin.const_mul (-(amplitude k * k))).congr_deriv (by ring)
```

## (d) One integral for all the energies

For real \(a,b,c\), show that

\[
\int_{-\pi/k}^{\pi/k}\left(a+b\cos kx+c\cos^2kx\right)dx=(2a+c)\frac{\pi}{k}.
\]

**Solution.** Take

\[
F(x)=\left(a+\frac c2\right)x+\frac bk\sin kx+\frac{c}{2k}\sin kx\cos kx .
\]

Its derivative is

\[
F'(x)=a+\frac c2+b\cos kx+\frac c2\left(\cos^2kx-\sin^2kx\right).
\]

With \(\sin^2kx=1-\cos^2kx\), the terms in \(c\) add up to \(c\cos^2kx\), so \(F'\) is the integrand. At \(x=\pm\pi/k\) both sine terms vanish, and \(F(\pi/k)-F(-\pi/k)=2(a+c/2)\pi/k\).

The step `hd` verifies this antiderivative. The fundamental theorem of calculus then turns the integral into a difference of end values.

```lean
/-- Integral of a quadratic polynomial in `cos kx` over the support `[-π/k, π/k]`. -/
theorem integral_cos_quadratic {k : ℝ} (hk : 0 < k) (a b c : ℝ) :
    ∫ x in (-(π / k))..(π / k), (a + b * cos (k * x) + c * cos (k * x) ^ 2)
      = (2 * a + c) * (π / k) := by
  -- an explicit antiderivative
  have hd : ∀ x, HasDerivAt (fun y : ℝ => (a + c / 2) * y + b / k * sin (k * y)
      + c / (2 * k) * (sin (k * y) * cos (k * y)))
      (a + b * cos (k * x) + c * cos (k * x) ^ 2) x := by
    intro x
    have h : HasDerivAt (fun y : ℝ => k * y) k x := by
      simpa using (hasDerivAt_id' x).const_mul k
    have h1 := (((hasDerivAt_id' x).const_mul (a + c / 2)).fun_add
      (h.sin.const_mul (b / k))).fun_add ((h.sin.fun_mul h.cos).const_mul (c / (2 * k)))
    refine h1.congr_deriv ?_
    have hb : b / k * k = b := by field_simp
    have hc : c / (2 * k) * k = c / 2 := by field_simp
    linear_combination cos (k * x) * hb + (cos (k * x) ^ 2 - sin (k * x) ^ 2) * hc
      - c / 2 * sin_sq_add_cos_sq (k * x)
  rw [intervalIntegral.integral_eq_sub_of_hasDerivAt (fun x _ => hd x)
    (Continuous.intervalIntegrable (by fun_prop) _ _)]
  have e1 : k * (π / k) = π := by field_simp
  have e2 : k * (-(π / k)) = -π := by rw [mul_neg, e1]
  simp only [e1, e2, sin_neg, sin_pi]
  ring
```

## (e) From the amplitude to a fifth power

For \(k,\mu>0\), show that

\[
A_k\mu k^2=2\quad\Longleftrightarrow\quad k^5=\frac{12\pi}{\mu^2}.
\]

**Solution.** Square the left condition and multiply by \(3\pi\):

\[
3\pi A_k^2\,\mu^2k^4=12\pi .
\]

By (a), the left side is \(\mu^2k^5\), which gives the right condition. Conversely, \(\mu^2k^5=12\pi\) gives

\[
3\pi\,(A_k\mu k^2-2)(A_k\mu k^2+2)=0 .
\]

The last factor is positive, so the middle one is zero.

The Lean proof has the same two directions. `linear_combination` checks the algebra, and `positivity` excludes the root \(-2\).

```lean
/-- The amplitude condition `A μ k² = 2` is equivalent to `k⁵ = 12π/μ²`. -/
theorem amplitude_condition_iff {k μ : ℝ} (hk : 0 < k) (hμ : 0 < μ) :
    amplitude k * (μ * k ^ 2) = 2 ↔ k ^ 5 = 12 * π / μ ^ 2 := by
  obtain ⟨hA0, hA⟩ := amplitude_spec hk
  rw [eq_div_iff (by positivity)]
  constructor
  · intro h
    linear_combination (-(k ^ 4 * μ ^ 2)) * hA
      + 3 * π * (amplitude k * (μ * k ^ 2) + 2) * h
  · intro h
    have h2 : 3 * π * ((amplitude k * (μ * k ^ 2) - 2) * (amplitude k * (μ * k ^ 2) + 2))
        = 0 := by
      linear_combination h + k ^ 4 * μ ^ 2 * hA
    have h3 := (mul_eq_zero.mp h2).resolve_left (by positivity)
    exact sub_eq_zero.mp ((mul_eq_zero.mp h3).resolve_right (by positivity))
```

## (f) Norm, end values and the compressed-mode equation

For \(k,\mu>0\), show that

\[
\int_{-\pi/k}^{\pi/k}\psi_k^2\,dx=1,\qquad \psi_k(\pm\pi/k)=\psi_k'(\pm\pi/k)=0,
\]

and that

\[
-\frac12\psi_k''(x)+\frac1\mu=\frac{k^2}{2}\psi_k(x)
\]

holds at every point of the support if and only if \(k^5=12\pi/\mu^2\).

**Solution.** Expand \(\psi_k^2=A_k^2(1+2\cos kx+\cos^2kx)\). By (d) and (a), its integral is \(3A_k^2\pi/k=1\). At the ends, \(\cos(\pm\pi)=-1\) and \(\sin(\pm\pi)=0\), so the value and the slope vanish.

Inserting (c) into the equation gives

\[
\frac{A_kk^2}{2}\cos kx+\frac1\mu=\frac{A_kk^2}{2}+\frac{A_kk^2}{2}\cos kx .
\]

The cosines cancel at every \(x\). What remains is \(1/\mu=A_kk^2/2\), or \(A_k\mu k^2=2\), and (e) finishes the argument.

The equation is the stationarity condition of \(E_\mu\) at fixed norm where the orbital is positive: \(1/\mu\) comes from varying \(|u|\), and \(k^2/2\) is twice the Lagrange multiplier of the constraint \(\int u^2\,dx=1\). This variational origin is background; the theorem takes the equation as given and treats it on the closed support only.

The sign of \(\mu\) matters. Take \(k=1\) and \(\mu=-\sqrt{12\pi}\). Then \(k^5=12\pi/\mu^2\) holds, but at \(x=0\) the left side of the equation is \(A_1/2-A_1/2=0\), while the right side is \(A_1>0\).

In Lean, the support is `Set.Icc (-(π / k)) (π / k)`. For the forward direction the proof uses the equation only at \(x=0\), which is enough because the cosines cancel. The reverse direction works at an arbitrary \(x\).

```lean
/-- The raised-cosine mode has unit L2 norm, vanishes with its slope at both ends of its support,
and solves `-ψ''/2 + 1/μ = (k²/2) ψ` throughout the support exactly when `k⁵ = 12π/μ²`. -/
theorem compressed_mode {k μ : ℝ} (hk : 0 < k) (hμ : 0 < μ) :
    (∫ x in (-(π / k))..(π / k), mode k x ^ 2) = 1 ∧
    (mode k (-(π / k)) = 0 ∧ mode k (π / k) = 0) ∧
    (deriv (mode k) (-(π / k)) = 0 ∧ deriv (mode k) (π / k) = 0) ∧
    ((∀ x ∈ Set.Icc (-(π / k)) (π / k),
        -(deriv (deriv (mode k)) x) / 2 + 1 / μ = k ^ 2 / 2 * mode k x)
      ↔ k ^ 5 = 12 * π / μ ^ 2) := by
  obtain ⟨-, hA⟩ := amplitude_spec hk
  have e1 : k * (π / k) = π := by field_simp
  have e2 : k * (-(π / k)) = -π := by rw [mul_neg, e1]
  refine ⟨?_, ⟨?_, ?_⟩, ⟨?_, ?_⟩, ?_⟩
  · have hsq : ∀ x, mode k x ^ 2 = amplitude k ^ 2 + 2 * amplitude k ^ 2 * cos (k * x)
        + amplitude k ^ 2 * cos (k * x) ^ 2 := by
      intro x
      unfold mode
      ring
    simp only [hsq]
    rw [integral_cos_quadratic hk]
    calc (2 * amplitude k ^ 2 + amplitude k ^ 2) * (π / k)
        = (3 * π * amplitude k ^ 2) / k := by ring
      _ = 1 := by rw [hA, div_self hk.ne']
  · simp [mode, e1]
  · simp [mode, e1]
  · rw [(hasDerivAt_mode k _).deriv, e2, sin_neg, sin_pi, neg_zero, mul_zero]
  · rw [(hasDerivAt_mode k _).deriv, e1, sin_pi, mul_zero]
  · -- the cosine terms cancel, leaving only the amplitude condition
    rw [← amplitude_condition_iff hk hμ]
    have hm : 1 / μ * μ = 1 := by field_simp
    constructor
    · intro h
      have hp : 0 < π / k := by positivity
      have h0 := h 0 ⟨by linarith, hp.le⟩
      rw [(hasDerivAt_deriv_mode k 0).deriv] at h0
      unfold mode at h0
      linear_combination (-2 * μ) * h0 + 2 * hm
    · intro h x _
      rw [(hasDerivAt_deriv_mode k x).deriv]
      unfold mode
      linear_combination (-(1 / μ) / 2) * h + amplitude k * k ^ 2 / 2 * hm
```

## (g) The penalized energy of a raised cosine

Show that on its own support the mode has

\[
E_\mu[\psi_k]=\frac{k^2}{12}+\frac{2\pi A_k}{\mu k}.
\]

**Solution.** From (b), \(\psi_k'^2=A_k^2k^2(1-\cos^2kx)\). By (d) and (a),

\[
\int_{-\pi/k}^{\pi/k}\psi_k'^2\,dx=A_k^2k^2\,\frac{\pi}{k}=\pi A_k^2k=\frac{k^2}{3},
\]

and a quarter of this is \(k^2/12\). Since \(1+\cos kx\ge0\), we have \(|\psi_k|=\psi_k\), whose integral is \(2\pi A_k/k\). Dividing by \(\mu\) gives the second term.

The steps `hd` and `ha` write the two integrands as quadratics in the cosine, so that (d) applies to both.

```lean
/-- On its support the mode has penalized energy `k²/12 + 2πA/(μk)`, with `A` the amplitude. -/
theorem penalizedEnergy_mode {k : ℝ} (hk : 0 < k) (μ : ℝ) :
    penalizedEnergy μ (π / k) (mode k)
      = k ^ 2 / 12 + 2 * π * amplitude k / (μ * k) := by
  obtain ⟨hA0, hA⟩ := amplitude_spec hk
  have hd : ∀ x, deriv (mode k) x ^ 2 = amplitude k ^ 2 * k ^ 2 + 0 * cos (k * x)
      + (-(amplitude k ^ 2 * k ^ 2)) * cos (k * x) ^ 2 := by
    intro x
    rw [(hasDerivAt_mode k x).deriv]
    linear_combination amplitude k ^ 2 * k ^ 2 * sin_sq_add_cos_sq (k * x)
  -- the mode is nonnegative, so the absolute value can be dropped
  have ha : ∀ x, |mode k x| = amplitude k + amplitude k * cos (k * x)
      + 0 * cos (k * x) ^ 2 := by
    intro x
    have hc : 0 ≤ 1 + cos (k * x) := by linarith [neg_one_le_cos (k * x)]
    unfold mode
    rw [abs_of_nonneg (mul_nonneg hA0.le hc)]
    ring
  simp only [penalizedEnergy, hd, ha]
  rw [integral_cos_quadratic hk, integral_cos_quadratic hk]
  have h1 : amplitude k ^ 2 * k ^ 2 * (π / k) = k ^ 2 / 3 := by
    calc amplitude k ^ 2 * k ^ 2 * (π / k)
        = (3 * π * amplitude k ^ 2) * k * (k / k) / 3 := by ring
      _ = k ^ 2 / 3 := by rw [hA, div_self hk.ne']; ring
  linear_combination 1 / 4 * h1
```

## (h) The lowest energy in the family

Let \(k,\mu,q>0\) with \(k^5=12\pi/\mu^2\) and \(q\ne k\). Show that

\[
E_\mu[\psi_k]<E_\mu[\psi_q],
\]

where each mode is taken on its own support.

**Solution.** Write \(a=A_k\) and \(b=A_q\), so that \(k=3\pi a^2\) and \(q=3\pi b^2\). By (e), \(a\mu k^2=2\), hence \(9\pi^2\mu a^5=2\). Using this to eliminate \(\mu\) from (g) gives

\[
E_\mu[\psi_q]=\frac{3\pi^2b^4}{4}+\frac{3\pi^2a^5}{b},
\qquad
E_\mu[\psi_k]=\frac{3\pi^2a^4}{4}+3\pi^2a^4 .
\]

The difference is

\[
\begin{aligned}
E_\mu[\psi_q]-E_\mu[\psi_k]
&=\frac{3\pi^2}{4b}\left(b^5-5a^4b+4a^5\right)\\
&=\frac{3\pi^2}{4b}(b-a)^2\left(b^3+2ab^2+3a^2b+4a^3\right).
\end{aligned}
\]

Since \(q\ne k\), also \(b\ne a\), and every factor is positive.

The theorem compares raised cosines with each other; it does not compare them with other normalized functions.

As \(\mu\to\infty\), the optimal \(k\) tends to zero and the support length \(2\pi/k\) grows as \(\mu^{2/5}\). With no penalty at all, only \(k^2/12\) is left, which has no minimum over \(k>0\): the orbital lowers its energy by spreading without end. This limit is read off from the formulas, not from a theorem in the file.

In the proof, `h9` is the relation \(9\pi^2\mu a^5=2\), `hE` eliminates \(\mu\) from the penalty term, and `key` contains the factorization. The step `hab` shows that different wavenumbers have different amplitudes.

```lean
/-- If `k⁵ = 12π/μ²`, the mode of wavenumber `k` has strictly lower penalized energy than the
raised-cosine mode of any other wavenumber `q > 0`, each taken on its own support. -/
theorem penalizedEnergy_strict_min {k μ q : ℝ} (hk : 0 < k) (hμ : 0 < μ) (hq : 0 < q)
    (hkμ : k ^ 5 = 12 * π / μ ^ 2) (hne : q ≠ k) :
    penalizedEnergy μ (π / k) (mode k) < penalizedEnergy μ (π / q) (mode q) := by
  obtain ⟨ha0, ha⟩ := amplitude_spec hk
  obtain ⟨hb0, hb⟩ := amplitude_spec hq
  have h := (amplitude_condition_iff hk hμ).mpr hkμ
  have h9 : 9 * π ^ 2 * μ * amplitude k ^ 5 = 2 := by
    linear_combination amplitude k * μ * (3 * π * amplitude k ^ 2 + k) * ha + h
  -- eliminate the penalty strength in favour of the optimal amplitude
  have hE : ∀ p, 0 < p → 2 * π * amplitude p / (μ * p)
      = 3 * π ^ 2 * amplitude k ^ 5 / amplitude p := by
    intro p hp
    obtain ⟨hp0, hpA⟩ := amplitude_spec hp
    rw [div_eq_div_iff (mul_pos hμ hp).ne' hp0.ne']
    linear_combination 2 / 3 * hpA - p / 3 * h9
  -- the energy difference carries the square of the amplitude difference
  have key : ∀ a b : ℝ, 0 < a → 0 < b → a ≠ b →
      (3 * π * a ^ 2) ^ 2 / 12 + 3 * π ^ 2 * a ^ 5 / a
        < (3 * π * b ^ 2) ^ 2 / 12 + 3 * π ^ 2 * a ^ 5 / b := by
    intro a b h1 h2 hab
    have e : (3 * π * b ^ 2) ^ 2 / 12 + 3 * π ^ 2 * a ^ 5 / b
        - ((3 * π * a ^ 2) ^ 2 / 12 + 3 * π ^ 2 * a ^ 5 / a)
        = 3 * π ^ 2 / (4 * b) * ((b - a) ^ 2
          * (b ^ 3 + 2 * a * b ^ 2 + 3 * a ^ 2 * b + 4 * a ^ 3)) := by
      field_simp
      ring
    have hs : 0 < (b - a) ^ 2 := pow_pos_of_ne (sub_ne_zero.mpr hab.symm)
    have hp : 0 < 3 * π ^ 2 / (4 * b) * ((b - a) ^ 2
        * (b ^ 3 + 2 * a * b ^ 2 + 3 * a ^ 2 * b + 4 * a ^ 3)) :=
      mul_pos (by positivity) (mul_pos hs (by positivity))
    linarith
  have hab : amplitude k ≠ amplitude q := by
    intro hab
    apply hne
    linear_combination ha - hb - 3 * π * (amplitude k + amplitude q) * hab
  have hlt := key _ _ ha0 hb0 hab
  rw [ha, hb] at hlt
  rw [penalizedEnergy_mode hk, penalizedEnergy_mode hq, hE k hk, hE q hq]
  exact hlt
where
  pow_pos_of_ne {t : ℝ} (ht : t ≠ 0) : 0 < t ^ 2 := by positivity

end

end CompressedMode
```

```lean
#print axioms CompressedMode.compressed_mode
#print axioms CompressedMode.penalizedEnergy_strict_min
```

```
'CompressedMode.compressed_mode' depends on axioms: [propext, Classical.choice, Quot.sound]
'CompressedMode.penalizedEnergy_strict_min' depends on axioms: [propext, Classical.choice, Quot.sound]
```
